# The reduced-mass isotope shift is proportional to the mass-ratio difference only if all non-reference isotopes have one mass

Let $m$ be the electron mass, $M_a$ the nuclear mass of isotope $a$, and $M_0$ that of a reference isotope. I write $s_a=m/M_a$, $t=m/M_0$ and $x_a=s_a-t$, and always subtract the reference from the isotope. In a non-relativistic hydrogen-like ion with a point nucleus, the level energies scale with the reduced mass $\mu_a=mM_a/(m+M_a)$, so the isotope shift follows

$$\delta_a=\frac{\mu_a-\mu_0}{m},\qquad \mu_0=\frac{mM_0}{m+M_0}.$$

For a King plot I usually replace $\delta_a$ by a constant times $x_a$. The next term is $s_a^2-t^2=(s_a+t)x_a$, and along an isotope chain $s_a+t$ changes by an amount that is tiny compared with 1. Can I absorb this term into the constant, using the same constant for every isotope? And could the higher orders repair the proportionality if the second order spoils it?

## One constant serves only one non-reference mass

No to both, as soon as two isotopes differ in mass from the reference and from each other. With a single non-reference mass, a suitable constant always exists.

For positive masses, $\mu_a/m=M_a/(m+M_a)=1/(1+s_a)$. Dropping the index for one isotope,

$$\delta=\frac1{1+s}-\frac1{1+t}=-\frac{s-t}{(1+s)(1+t)}.$$

Define $e$ by $1/((1+s)(1+t))=1-(s+t)+e$. Over the common denominator this gives

$$e=\frac{s^2+st+t^2+st(s+t)}{(1+s)(1+t)}>0.$$

For the upper bound, multiply $(s+t)^2-e$ by $(1+s)(1+t)$. The result is

$$(s+t)(s^2+st+t^2)+st(s+t)^2+st>0,$$

so $0<e<(s+t)^2$, and

$$\delta=-x\,(1-(s+t)+e)=-x+(s^2-t^2)-xe.$$

The second-order pattern is $s^2-t^2=x^2+2tx$. Its part $2tx$ can be absorbed into the constant; $x^2$ is what causes the trouble.

To see exactly when, consider any pattern $g_ax_a$. If $g_ax_a=kx_a$ for all $a$, then $g_a=k$ wherever $x_a\ne0$, so $g$ is constant there. Conversely, if $g$ is constant there, take its value as $k$; if every $x_a$ vanishes, $k=0$ works.

- For the quadratic pattern, $g_a=s_a+t$. Two values agree exactly when $x_a=x_b$, so all nonzero $x_a$ must agree.
- For the full shift, $g_a=-1/((1+s_a)(1+t))$. Two values agree exactly when $s_a=s_b$, that is, when $M_a=M_b$. The higher orders therefore repair nothing.

The size of the mismatch also has a closed form. For isotopes $A$ and $B$ with differences $x$ and $y$,

$$\delta_Ay-\delta_Bx=\frac{xy(x-y)}{(1+s_A)(1+s_B)(1+t)}.$$

When $x$ and $y$ are nonzero, dividing by $xy$ shows that the constants required by the two isotopes differ by slightly less than $|x-y|$ if $x\ne y$. That $s_a+t$ changes by an amount tiny compared with 1 is thus a statement about accuracy, not about exact proportionality.

In a King-plot analysis where this hydrogen-like reduced-mass shift is the only mass effect, dividing the frequency shifts by $x_a$ instead of $\delta_a$ leaves an isotope-dependent factor in the mass term once two non-reference masses differ.

## What the Lean statements say about masses and patterns

`massRatio m M` is $m/M$, `reducedMass m M` is $mM/(m+M)$, and `massShift m M M0` is the dimensionless $\delta$, with the reference mass last. `remainder s t` is $e$. Masses are real numbers, and their positivity enters as hypotheses.

`massShift_expansion` states the factorised shift together with both strict bounds on $e$. The isotope family is indexed by an arbitrary type `ι`, which may be empty or infinite. Proportionality is written `∃ k : ℝ, ∀ a, ...`: one constant is chosen before the isotope, and equality is exact, with no experimental tolerance.

`quadratic_proportional_iff` holds for arbitrary real `s a` and `t`, without any sign condition. `massShift_proportional_iff` assumes positive masses and expresses its condition directly in nuclear masses: any two isotopes with `M a ≠ M0` and `M b ≠ M0` satisfy `M a = M b`. In `massShift_defect`, `hx` and `hy` identify `x` and `y` with the two mass-ratio differences.

The scaling of energies with reduced mass is physical input to the model, not a theorem here. Field shifts, the specific mass shift of many-electron atoms, and relativistic recoil do not appear.

```lean
import Mathlib

namespace ReducedMassIsotopeShift

noncomputable section

/-- The ratio `m / M` of electron mass to nuclear mass, for `M ≠ 0`. -/
def massRatio (m M : ℝ) : ℝ := m / M

/-- The reduced mass of an electron of mass `m` and a nucleus of mass `M`, for `m + M ≠ 0`. -/
def reducedMass (m M : ℝ) : ℝ := m * M / (m + M)

/-- The reduced mass for an isotope of nuclear mass `M` minus that for a reference isotope of
nuclear mass `M0`, in units of the electron mass `m`, for `m`, `m + M` and `m + M0` nonzero. -/
def massShift (m M M0 : ℝ) : ℝ := reducedMass m M / m - reducedMass m M0 / m

/-- The part of `1 / ((1 + s) (1 + t))` beyond first order in the mass ratios `s` and `t`,
for `s` and `t` different from `-1`. -/
def remainder (s t : ℝ) : ℝ :=
  (s ^ 2 + s * t + t ^ 2 + s * t * (s + t)) / ((1 + s) * (1 + t))

/-- For positive masses, the reduced mass in units of the electron mass is
`1 / (1 + m / M)`. -/
theorem reducedMass_div {m M : ℝ} (hm : 0 < m) (hM : 0 < M) :
    reducedMass m M / m = 1 / (1 + massRatio m M) := by
  have h : 1 + m / M = (m + M) / M := by
    rw [add_div, div_self hM.ne', add_comm]
  have hmM : m + M ≠ 0 := by positivity
  have hm' : m ≠ 0 := hm.ne'
  unfold reducedMass massRatio
  rw [h, one_div_div]
  field_simp

/-- For positive masses, the reduced-mass shift is the difference of the mass ratios, with reversed
sign, divided by `(1 + s) (1 + t)`: it is `-(s - t) / ((1 + s) (1 + t))` with `s = m / M` and
`t = m / M0`. -/
theorem massShift_exact {m M M0 : ℝ} (hm : 0 < m) (hM : 0 < M) (hM0 : 0 < M0) :
    massShift m M M0 = -(massRatio m M - massRatio m M0) /
      ((1 + massRatio m M) * (1 + massRatio m M0)) := by
  have hs : 0 < massRatio m M := div_pos hm hM
  have ht : 0 < massRatio m M0 := div_pos hm hM0
  have h1 : 1 + massRatio m M ≠ 0 := by positivity
  have h2 : 1 + massRatio m M0 ≠ 0 := by positivity
  rw [massShift, reducedMass_div hm hM, reducedMass_div hm hM0, div_sub_div _ _ h1 h2]
  congr 1
  ring

/-- For positive masses with ratios `s = m / M` and `t = m / M0`, the reduced-mass shift is
`-(s - t) (1 - (s + t) + e)`, where the remainder `e` lies strictly between `0` and
`(s + t) ^ 2`. -/
theorem massShift_expansion {m M M0 : ℝ} (hm : 0 < m) (hM : 0 < M) (hM0 : 0 < M0) :
    massShift m M M0 = -(massRatio m M - massRatio m M0) *
        (1 - (massRatio m M + massRatio m M0) + remainder (massRatio m M) (massRatio m M0)) ∧
      0 < remainder (massRatio m M) (massRatio m M0) ∧
      remainder (massRatio m M) (massRatio m M0) < (massRatio m M + massRatio m M0) ^ 2 := by
  have hs : 0 < massRatio m M := div_pos hm hM
  have ht : 0 < massRatio m M0 := div_pos hm hM0
  rw [massShift_exact hm hM hM0]
  generalize massRatio m M = s at *
  generalize massRatio m M0 = t at *
  have h1 : 1 + s ≠ 0 := by positivity
  have h2 : 1 + t ≠ 0 := by positivity
  refine ⟨?_, ?_, ?_⟩
  · -- the bracket is the exact factor `1 / ((1 + s) (1 + t))`
    have h : 1 - (s + t) + remainder s t = 1 / ((1 + s) * (1 + t)) := by
      unfold remainder
      field_simp
      ring
    rw [h, mul_one_div]
  · unfold remainder
    positivity
  · -- after clearing the denominator the difference has only positive terms
    have h : 0 < (s + t) * (s ^ 2 + s * t + t ^ 2) + s * t * (s + t) ^ 2 + s * t := by
      positivity
    unfold remainder
    rw [div_lt_iff₀ (by positivity)]
    nlinarith [h]

/-- A pattern `g x` is proportional to `x` across a family of isotopes exactly when the
factor `g` takes the same value at all isotopes with nonzero `x`. -/
theorem proportional_iff {ι : Type*} (g x : ι → ℝ) :
    (∃ k : ℝ, ∀ a, g a * x a = k * x a) ↔
      ∀ a b, x a ≠ 0 → x b ≠ 0 → g a = g b := by
  constructor
  · rintro ⟨k, hk⟩ a b ha hb
    exact (mul_right_cancel₀ ha (hk a)).trans (mul_right_cancel₀ hb (hk b)).symm
  · intro H
    by_cases h : ∃ b, x b ≠ 0
    · obtain ⟨b, hb⟩ := h
      refine ⟨g b, fun a => ?_⟩
      by_cases ha : x a = 0
      · rw [ha, mul_zero, mul_zero]
      · rw [H a b ha hb]
    · refine ⟨0, fun a => ?_⟩
      have ha : x a = 0 := by_contra fun ha => h ⟨a, ha⟩
      rw [ha, mul_zero, mul_zero]

/-- The second-order pattern `s ^ 2 - t ^ 2` is proportional to the first-order pattern
`x = s - t` across a family of isotopes exactly when all nonzero `x` agree. -/
theorem quadratic_proportional_iff {ι : Type*} (s : ι → ℝ) (t : ℝ) :
    (∃ k : ℝ, ∀ a, s a ^ 2 - t ^ 2 = k * (s a - t)) ↔
      ∀ a b, s a - t ≠ 0 → s b - t ≠ 0 → s a - t = s b - t := by
  have h : ∀ a, s a ^ 2 - t ^ 2 = (s a + t) * (s a - t) := fun a => by ring
  simp only [h]
  refine (proportional_iff (fun a => s a + t) (fun a => s a - t)).trans ?_
  constructor
  · intro H a b ha hb
    have e : s a + t = s b + t := H a b ha hb
    linarith
  · intro H a b ha hb
    have e : s a - t = s b - t := H a b ha hb
    show s a + t = s b + t
    linarith

/-- For positive masses, two isotopes have the same mass ratio `m / M` exactly when they have
the same nuclear mass. -/
theorem massRatio_inj {m M N : ℝ} (hm : 0 < m) (hM : 0 < M) (hN : 0 < N) :
    massRatio m M = massRatio m N ↔ M = N := by
  constructor
  · intro h
    unfold massRatio at h
    rw [div_eq_div_iff hM.ne' hN.ne'] at h
    exact (mul_left_cancel₀ hm.ne' h).symm
  · intro h
    rw [h]

/-- For positive masses, the full reduced-mass shift is proportional to the difference of the
mass ratios across a family of isotopes exactly when all isotopes whose nuclear mass differs
from the reference mass `M0` have one and the same nuclear mass. -/
theorem massShift_proportional_iff {ι : Type*} {m M0 : ℝ} {M : ι → ℝ}
    (hm : 0 < m) (hM0 : 0 < M0) (hM : ∀ a, 0 < M a) :
    (∃ k : ℝ, ∀ a, massShift m (M a) M0 = k * (massRatio m (M a) - massRatio m M0)) ↔
      ∀ a b, M a ≠ M0 → M b ≠ M0 → M a = M b := by
  have hs : ∀ a, 0 < massRatio m (M a) := fun a => div_pos hm (hM a)
  have ht : 0 < massRatio m M0 := div_pos hm hM0
  have h : ∀ a, massShift m (M a) M0 =
      (-1 / ((1 + massRatio m (M a)) * (1 + massRatio m M0))) *
        (massRatio m (M a) - massRatio m M0) := fun a => by
    rw [massShift_exact hm (hM a) hM0]
    ring
  simp only [h]
  refine (proportional_iff
    (fun a => -1 / ((1 + massRatio m (M a)) * (1 + massRatio m M0)))
    (fun a => massRatio m (M a) - massRatio m M0)).trans ?_
  -- a nonzero difference of mass ratios means a nuclear mass other than `M0`
  have hx : ∀ a, massRatio m (M a) - massRatio m M0 ≠ 0 ↔ M a ≠ M0 := fun a =>
    not_congr (sub_eq_zero.trans (massRatio_inj hm (hM a) hM0))
  constructor
  · intro H a b ha hb
    have e : -1 / ((1 + massRatio m (M a)) * (1 + massRatio m M0)) =
        -1 / ((1 + massRatio m (M b)) * (1 + massRatio m M0)) :=
      H a b ((hx a).2 ha) ((hx b).2 hb)
    have pa := hs a
    have pb := hs b
    rw [div_eq_div_iff (by positivity) (by positivity)] at e
    have hT : 1 + massRatio m M0 ≠ 0 := by positivity
    have e' : 1 + massRatio m (M a) = 1 + massRatio m (M b) :=
      mul_right_cancel₀ hT (by linear_combination e)
    exact (massRatio_inj hm (hM a) (hM b)).1 (by linarith)
  · intro H a b ha hb
    have e : M a = M b := H a b ((hx a).1 ha) ((hx b).1 hb)
    show -1 / ((1 + massRatio m (M a)) * (1 + massRatio m M0)) =
      -1 / ((1 + massRatio m (M b)) * (1 + massRatio m M0))
    rw [e]

/-- For positive masses, the cross-difference of the reduced-mass shifts of two isotopes `A`
and `B` with their mass-ratio differences `x` and `y` from the reference is
`x y (x - y)` divided by the product of the three factors `1 + m / M`. -/
theorem massShift_defect {m A B M0 : ℝ} (hm : 0 < m) (hA : 0 < A) (hB : 0 < B)
    (hM0 : 0 < M0) {x y : ℝ} (hx : x = massRatio m A - massRatio m M0)
    (hy : y = massRatio m B - massRatio m M0) :
    massShift m A M0 * y - massShift m B M0 * x =
      x * y * (x - y) /
        ((1 + massRatio m A) * (1 + massRatio m B) * (1 + massRatio m M0)) := by
  have ha : 0 < massRatio m A := div_pos hm hA
  have hb : 0 < massRatio m B := div_pos hm hB
  have ht : 0 < massRatio m M0 := div_pos hm hM0
  rw [massShift_exact hm hA hM0, massShift_exact hm hB hM0, hx, hy]
  generalize massRatio m A = a at *
  generalize massRatio m B = b at *
  generalize massRatio m M0 = t at *
  have h1 : 1 + a ≠ 0 := by positivity
  have h2 : 1 + b ≠ 0 := by positivity
  have h3 : 1 + t ≠ 0 := by positivity
  field_simp
  ring

end

end ReducedMassIsotopeShift
```

```lean
#print axioms ReducedMassIsotopeShift.massShift_expansion
-- 'ReducedMassIsotopeShift.massShift_expansion' depends on axioms: [propext, Classical.choice, Quot.sound]
#print axioms ReducedMassIsotopeShift.quadratic_proportional_iff
-- 'ReducedMassIsotopeShift.quadratic_proportional_iff' depends on axioms: [propext, Classical.choice, Quot.sound]
#print axioms ReducedMassIsotopeShift.massShift_proportional_iff
-- 'ReducedMassIsotopeShift.massShift_proportional_iff' depends on axioms: [propext, Classical.choice, Quot.sound]
#print axioms ReducedMassIsotopeShift.massShift_defect
-- 'ReducedMassIsotopeShift.massShift_defect' depends on axioms: [propext, Classical.choice, Quot.sound]
```

## From the algebra to the proofs

`reducedMass_div` proves $\mu/m=1/(1+s)$, and `massShift_exact` subtracts two such fractions. In `massShift_expansion`, `generalize` replaces the mass ratios by positive variables $s$ and $t$. Then `field_simp` and `ring` verify the formula for $e$, and `positivity` gives its lower bound. For the upper bound, `div_lt_iff₀` clears the denominator, and `nlinarith` uses the positive polynomial displayed above.

`proportional_iff` is the general argument about $g$. Its forward direction cancels a nonzero $x_a$ with `mul_right_cancel₀`; its reverse direction distinguishes whether some nonzero $x_b$ exists. `quadratic_proportional_iff` factors $s_a^2-t^2$, applies this criterion, and lets `linarith` pass between equality of $s_a+t$ and equality of $s_a-t$.

For the full shift, `massRatio_inj` shows that equal mass ratios mean equal nuclear masses. Inside `massShift_proportional_iff`, the local statement `hx` uses it to turn a nonzero $x_a$ into `M a ≠ M0`. Equality of the two factors is then cross-multiplied, the common $1+t$ is cancelled, and `massRatio_inj` returns $M_a=M_b$. Finally, `massShift_defect` inserts the exact shifts and checks the resulting rational identity with `field_simp` and `ring`.
